# In an orthonormal basis, the propagator exp(−itF) of a constant Hermitian Kohn-Sham matrix is unitary at every real time t

In a finite orthonormal basis, with ħ = 1, a Kohn-Sham matrix F that does not change in time gives the propagator exp(−itF). The theorem `propagator_unitary` states that this matrix is unitary for every real t whenever F is Hermitian; nothing else about F is assumed. The attempt first shows that the conjugate transpose of the propagator is the exponential of the negated exponent. It then means to merge the product of the two exponentials into the exponential of a sum, which is zero, so that the product is the identity.

Lean 4 with Mathlib refuses this proof:

```lean
import Mathlib

open Matrix

namespace PropagatorUnitary

noncomputable section

variable {m : Type*} [Fintype m] [DecidableEq m]

/-- The propagator `exp(-i t F)` of a Kohn-Sham matrix `F` over the time `t`, with `ħ = 1`. -/
def propagator (t : ℝ) (F : Matrix m m ℂ) : Matrix m m ℂ :=
  NormedSpace.exp ((-(Complex.I * (t : ℂ))) • F)

/-- The propagator of a Hermitian Kohn-Sham matrix is unitary. -/
theorem propagator_unitary (t : ℝ) {F : Matrix m m ℂ} (hF : F.IsHermitian) :
    propagator t F ∈ unitaryGroup m ℂ := by
  have hs : star (-(Complex.I * (t : ℂ))) = Complex.I * (t : ℂ) := by simp
  have h : (propagator t F)ᴴ = NormedSpace.exp (-((-(Complex.I * (t : ℂ))) • F)) := by
    rw [propagator, ← Matrix.exp_conjTranspose, conjTranspose_smul, hF.eq, hs, neg_smul, neg_neg]
  rw [mem_unitaryGroup_iff', star_eq_conjTranspose, h, propagator,
    ← Matrix.exp_add_of_commute _ _ (Commute.refl _).neg_left, neg_add_cancel,
    NormedSpace.exp_zero]

end

end PropagatorUnitary
```

Compiling this gives:

```
Main.lean:22:36: error(lean.synthInstanceFailed): failed to synthesize instance of type class
  HasDistribNeg (Matrix ?m.125 ?m.125 ?m.126)

Hint: Type class instance resolution failures can be inspected with the `set_option trace.Meta.synthInstance true` command.
Main.lean:17:41: error: unsolved goals
m : Type u_1
inst✝¹ : Fintype m
inst✝ : DecidableEq m
t : ℝ
F : Matrix m m ℂ
hF : F.IsHermitian
hs : star (-(Complex.I * ↑t)) = Complex.I * ↑t
h : (propagator t F)ᴴ = NormedSpace.exp (-(-(Complex.I * ↑t) • F))
⊢ NormedSpace.exp (-(-(Complex.I * ↑t) • F)) * NormedSpace.exp (-(Complex.I * ↑t) • F) = 1
```

The first message points at `(Commute.refl _).neg_left`, the proof that the two exponents commute. `neg_left` needs a `HasDistribNeg` instance, which says how negation behaves under multiplication. Lean looked for it while the matrices' index and entry types were still unknown, as the `?m.125` and `?m.126` in the message show, and found none. The term is elaborated before `rw` matches the lemma against the goal, so the goal could not supply those types.

The second message is a consequence of the first. It shows the goal as it stood when the rewriting stopped, with the product of the two exponentials not yet merged.

The repair proves the commutation beforehand as `hc`, with both matrices written out. The types are then known, the instance is found, and `Matrix.exp_add_of_commute _ _ hc` can merge the exponentials. The remaining rewrites, which are unchanged, reduce the sum to zero and its exponential to 1.

The mended proof, as a diff:

```diff
@@ -19,6 +19,8 @@
   have h : (propagator t F)ᴴ = NormedSpace.exp (-((-(Complex.I * (t : ℂ))) • F)) := by
     rw [propagator, ← Matrix.exp_conjTranspose, conjTranspose_smul, hF.eq, hs, neg_smul, neg_neg]
+  have hc : Commute (-((-(Complex.I * (t : ℂ))) • F)) ((-(Complex.I * (t : ℂ))) • F) :=
+    (Commute.refl ((-(Complex.I * (t : ℂ))) • F)).neg_left
   rw [mem_unitaryGroup_iff', star_eq_conjTranspose, h, propagator,
-    ← Matrix.exp_add_of_commute _ _ (Commute.refl _).neg_left, neg_add_cancel,
+    ← Matrix.exp_add_of_commute _ _ hc, neg_add_cancel,
     NormedSpace.exp_zero]
 
```
